# Closed form of a radial integral with a monomial times e^(−r) and a polynomial of degree at most six times e^(−2r)

The lemma evaluates a radial integral of the kind met with exponentially decaying orbitals: the integral over r from 0 to ∞ of a r^m e^(−r) − Σ c_i r^i e^(−2r), with i running from 0 to 6, equals a m! − Σ c_i i!/2^(i+1). Here m is any natural number and the coefficients are any real numbers; no wavefunction or normalisation enters, and the measure is plain dr, so a volume factor r² would have to be contained in the powers. The attempt takes the integral of r^n e^(−r) from an earlier lemma and gets that of r^n e^(−2r) by substituting 2r for r. It then splits the full integral by linearity, which requires each part to be integrable.

Lean 4 with Mathlib refuses this proof:

```lean
import Mathlib

open MeasureTheory Set Filter Topology

namespace IntegralTwoExponentials

noncomputable section

/-- The polynomial factor of the incomplete gamma function of integer order, by recursion. -/
def gammaPoly : ℕ → ℝ → ℝ
  | 0, _ => 1
  | n + 1, r => r ^ (n + 1) + ((n : ℝ) + 1) * gammaPoly n r

/-- At the origin the polynomial of order `n` equals `n!`. -/
theorem gammaPoly_zero (n : ℕ) : gammaPoly n 0 = (n.factorial : ℝ) := by
  induction n with
  | zero => simp [gammaPoly]
  | succ n ih => simp [gammaPoly, ih, Nat.factorial_succ]

/-- For `r ≥ 0`, the function `s ^ n * exp (-s)` is integrable beyond `r`, and its integral
there is `gammaPoly n r * exp (-r)`. -/
theorem integral_outside (n : ℕ) {r : ℝ} (hr : 0 ≤ r) :
    IntegrableOn (fun s : ℝ => s ^ n * Real.exp (-s)) (Ioi r) ∧
      ∫ s in Ioi r, s ^ n * Real.exp (-s) = gammaPoly n r * Real.exp (-r) := by
  -- an antiderivative, found by repeated partial integration
  have hd : ∀ x : ℝ, HasDerivAt (fun s => -(gammaPoly n s * Real.exp (-s)))
      (x ^ n * Real.exp (-x)) x := by
    intro x
    have he : HasDerivAt (fun s : ℝ => Real.exp (-s)) (-Real.exp (-x)) x := by
      simpa using (hasDerivAt_neg' x).exp
    induction n with
    | zero => simpa [gammaPoly] using he.fun_neg
    | succ n ih =>
      have h := ((hasDerivAt_pow (n + 1) x).fun_mul he).fun_neg.fun_add
        (ih.const_mul ((n : ℝ) + 1))
      have ef : (fun s => -(gammaPoly (n + 1) s * Real.exp (-s))) = fun s =>
          -(s ^ (n + 1) * Real.exp (-s)) +
            ((n : ℝ) + 1) * -(gammaPoly n s * Real.exp (-s)) := by
        funext s
        simp only [gammaPoly]
        ring
      rw [ef]
      refine h.congr_deriv ?_
      simp only [Nat.add_sub_cancel, Nat.cast_add, Nat.cast_one]
      ring
  -- it vanishes at infinity
  have ht : Tendsto (fun s => -(gammaPoly n s * Real.exp (-s))) atTop (𝓝 0) := by
    clear hd
    induction n with
    | zero =>
      have h := (Real.tendsto_pow_mul_exp_neg_atTop_nhds_zero 0).neg
      rw [neg_zero] at h
      exact h.congr (fun s => by simp [gammaPoly])
    | succ n ih =>
      have h := (Real.tendsto_pow_mul_exp_neg_atTop_nhds_zero (n + 1)).neg.add
        (ih.const_mul ((n : ℝ) + 1))
      rw [neg_zero, mul_zero, add_zero] at h
      exact h.congr (fun s => by simp only [gammaPoly]; ring)
  have hp : ∀ x ∈ Ioi r, 0 ≤ x ^ n * Real.exp (-x) := fun x hx => by
    have : 0 < x := lt_of_le_of_lt hr hx
    positivity
  exact ⟨integrableOn_Ioi_deriv_of_nonneg' (fun x _ => hd x) hp ht,
    (integral_Ioi_of_hasDerivAt_of_nonneg' (fun x _ => hd x) hp ht).trans (by ring)⟩

/-- The radial integral of a monomial times `exp (-r)` minus a polynomial of degree at most
six times `exp (-r) ^ 2`. -/
theorem integral_two_exponentials (a : ℝ) (m : ℕ) (c : Fin 7 → ℝ) :
    ∫ r in Ioi (0 : ℝ), (a * (r ^ m * Real.exp (-r))
        - ∑ i, c i * (r ^ (i : ℕ) * Real.exp (-r) ^ 2)) =
      a * (m.factorial : ℝ) - ∑ i, c i * (((i : ℕ).factorial : ℝ) / 2 ^ ((i : ℕ) + 1)) := by
  have h0 (n : ℕ) := integral_outside n (le_refl (0 : ℝ))
  have hm (n : ℕ) : IntegrableOn (fun r : ℝ => r ^ n * Real.exp (-r) ^ 2) (Ioi 0) ∧
      ∫ r in Ioi (0 : ℝ), r ^ n * Real.exp (-r) ^ 2 = (n.factorial : ℝ) / 2 ^ (n + 1) := by
    -- substitute 2r for r
    have e : (fun r : ℝ => r ^ n * Real.exp (-r) ^ 2) =
        fun r => 1 / 2 ^ n * ((2 * r) ^ n * Real.exp (-(2 * r))) := by
      funext r
      have h : (1 / 2 ^ n : ℝ) * 2 ^ n = 1 := one_div_mul_cancel (by positivity)
      rw [mul_pow, show -(2 * r) = -r + -r by ring, Real.exp_add]
      linear_combination (-(r ^ n * Real.exp (-r) ^ 2)) * h
    rw [e]
    constructor
    · refine Integrable.const_mul ?_ _
      refine (integrableOn_Ioi_comp_mul_left_iff
        (fun s : ℝ => s ^ n * Real.exp (-s)) 0 (by norm_num : (0 : ℝ) < 2)).2 ?_
      rw [mul_zero]
      exact (h0 n).1
    · rw [integral_const_mul, integral_comp_mul_left_Ioi
        (fun s : ℝ => s ^ n * Real.exp (-s)) 0 (by norm_num : (0 : ℝ) < 2),
        mul_zero, (h0 n).2, gammaPoly_zero, neg_zero, Real.exp_zero, smul_eq_mul, pow_succ]
      field_simp
  rw [integral_sub (Integrable.const_mul (h0 m).1 a)
      (integrable_finset_sum _ (fun i _ => Integrable.const_mul (hm i).1 (c i))),
    integral_const_mul, (h0 m).2, gammaPoly_zero, neg_zero, Real.exp_zero, mul_one,
    integral_finset_sum _ (fun i _ => Integrable.const_mul (hm i).1 (c i))]
  simp only [integral_const_mul, (hm _).2]

end

end IntegralTwoExponentials
```

The compiler's answer:

```
Main.lean:93:7: warning: `MeasureTheory.integrable_finset_sum` has been deprecated: Use `MeasureTheory.integrable_finsetSum` instead
Main.lean:93:76: error: Application type mismatch: The argument
  i
has type
  ℕ
but is expected to have type
  Fin 7
in the application
  c i
Main.lean:70:90: error: unsolved goals
a : ℝ
m : ℕ
c : Fin 7 → ℝ
h0 :
  ∀ (n : ℕ),
    IntegrableOn (fun s => s ^ n * Real.exp (-s)) (Ioi 0) volume ∧
      ∫ (s : ℝ) in Ioi 0, s ^ n * Real.exp (-s) = gammaPoly n 0 * Real.exp (-0)
hm :
  ∀ (n : ℕ),
    IntegrableOn (fun r => r ^ n * Real.exp (-r) ^ 2) (Ioi 0) volume ∧
      ∫ (r : ℝ) in Ioi 0, r ^ n * Real.exp (-r) ^ 2 = ↑n.factorial / 2 ^ (n + 1)
⊢ ∫ (r : ℝ) in Ioi 0, a * (r ^ m * Real.exp (-r)) - ∑ i, c i * (r ^ ↑i * Real.exp (-r) ^ 2) =
    a * ↑m.factorial - ∑ i, c i * (↑(↑i).factorial / 2 ^ (↑i + 1))
```

Cause. The type mismatch comes from the index `i` in `fun i _ => Integrable.const_mul (hm i).1 (c i)`. Its type was not written down, and `hm` takes a natural number, so Lean read `i` as an `ℕ`. The coefficient `c i` then failed, because `c` takes a `Fin 7`. The "unsolved goals" error is a consequence: the rewrite broke off, and the goal was left as it stood.

The repair proves integrability beforehand, in `hc`, where `i : Fin 7` is declared. Now `c i` is well typed, and `(i : ℕ)` explicitly converts the index for `hm`. Both sum steps use `hc i`, so the index type is settled in the second one too, which had contained the same untyped function.

Stating the first term's integrability separately as `ha` is tidying, as far as the messages show. So is the change to `integrable_finsetSum`, which answers the deprecation warning, and the matching change to `integral_finsetSum`; the warning did not cause the failure.

After these edits no error is left:

```diff
@@ -90,8 +90,11 @@
         mul_zero, (h0 n).2, gammaPoly_zero, neg_zero, Real.exp_zero, smul_eq_mul, pow_succ]
       field_simp
-  rw [integral_sub (Integrable.const_mul (h0 m).1 a)
-      (integrable_finset_sum _ (fun i _ => Integrable.const_mul (hm i).1 (c i))),
+  have ha : Integrable (fun r : ℝ => a * (r ^ m * Real.exp (-r)))
+      (volume.restrict (Ioi 0)) := Integrable.const_mul (h0 m).1 a
+  have hc (i : Fin 7) : Integrable (fun r : ℝ => c i * (r ^ (i : ℕ) * Real.exp (-r) ^ 2))
+      (volume.restrict (Ioi 0)) := Integrable.const_mul (hm (i : ℕ)).1 (c i)
+  rw [integral_sub ha (integrable_finsetSum Finset.univ (fun i _ => hc i)),
     integral_const_mul, (h0 m).2, gammaPoly_zero, neg_zero, Real.exp_zero, mul_one,
-    integral_finset_sum _ (fun i _ => Integrable.const_mul (hm i).1 (c i))]
+    MeasureTheory.integral_finsetSum Finset.univ (fun i _ => hc i)]
   simp only [integral_const_mul, (hm _).2]
 
```
